# The summed energy of a g-fold level, taken to first order, bounds the sum of the g lowest perturbed eigenvalues from above

Take two degenerate states at energy 0, coupled only by an off-diagonal element \(v \neq 0\) of the perturbation. Both diagonal elements are zero, yet at coupling \(t\neq 0\) the levels lie at \(\pm t|v|\), one above this estimate and one below. State by state, the diagonal elements depend on the chosen basis and need not bound the levels they are meant to estimate. Their sum is a trace, independent of the basis, and it does give a bound: for Hermitian matrices \(H_0, V\), a level \(E\) of \(H_0\) with multiplicity \(g\) and projector \(P\), and every real \(t\), the \(g\) lowest eigenvalues of \(H_0+tV\) sum to at most \(gE+t\,\mathrm{tr}(PV)\).

For \(g\) non-interacting fermions in a finite spin-orbital basis, with \(H_0\) and \(V\) as one-particle matrices, the right-hand side is the expectation value of the perturbed energy in the state that fills the level \(E\). The bound says that it never lies below the exact ground-state energy in that basis.

## Levels, projectors and the perturbed Hamiltonian

```lean
import Mathlib

open Matrix

namespace DegenerateFirstOrderBound

noncomputable section

variable {n : Type*} [Fintype n] [DecidableEq n]
```

The finite type `n` labels the basis states; a Hamiltonian is a complex matrix indexed by it.

```lean
/-- The index set `S` collects lowest levels of the spectrum `e`: no level in `S` lies above
a level outside `S`. -/
def IsLowest (e : n → ℝ) (S : Finset n) : Prop :=
  ∀ i ∈ S, ∀ j, j ∉ S → e i ≤ e j
```

`IsLowest e S` says that no level in the set \(S\) lies above a level outside it. If levels tie at the edge, several sets qualify.

```lean
/-- The matrix whose columns are orthonormal eigenvectors of the Hermitian matrix `A`. -/
def modalMatrix {A : Matrix n n ℂ} (hA : A.IsHermitian) : Matrix n n ℂ :=
  (hA.eigenvectorUnitary : Matrix n n ℂ)
```

This is the unitary matrix \(U\) whose columns are eigenvectors of \(A\). The argument `hA` is a proof that \(A\) is Hermitian; Lean needs it to supply the real eigenvalues \(a_i\), written `hA.eigenvalues i`. Here \(i\) numbers eigenvectors, not the original basis states.

```lean
/-- The multiplicity of the level `E` in the spectrum of `A`. -/
def degeneracy {A : Matrix n n ℂ} (hA : A.IsHermitian) (E : ℝ) : ℕ :=
  (Finset.univ.filter fun i => hA.eigenvalues i = E).card
```

The multiplicity \(g\) counts the indices with \(a_i=E\).

```lean
/-- The projector onto the span of the eigenvectors of `A` with eigenvalue `E`. -/
def levelProjector {A : Matrix n n ℂ} (hA : A.IsHermitian) (E : ℝ) : Matrix n n ℂ :=
  modalMatrix hA * diagonal (fun i => if hA.eigenvalues i = E then (1 : ℂ) else 0) *
    (modalMatrix hA)ᴴ
```

In ordinary notation, \(P=\sum_{a_i=E}|u_i\rangle\langle u_i|\), with \(u_i\) the columns of \(U\).

```lean
/-- The perturbed Hamiltonian `H0 + t V`. -/
def perturbed (H0 V : Matrix n n ℂ) (t : ℝ) : Matrix n n ℂ := H0 + (t : ℂ) • V
```

The coupling \(t\) is real and may have either sign.

## Filling the lowest levels

```lean
/-- For every `N` up to the dimension, a set of `N` lowest levels exists. -/
theorem exists_isLowest (e : n → ℝ) (N : ℕ) (hN : N ≤ Fintype.card n) :
    ∃ S : Finset n, S.card = N ∧ IsLowest e S := by
  induction N with
  | zero => exact ⟨∅, by simp, by simp [IsLowest]⟩
  | succ k ih =>
    obtain ⟨S, hc, hS⟩ := ih (by omega)
    have hne : Sᶜ.Nonempty := by
      rw [← Finset.card_pos, Finset.card_compl]
      omega
    -- add the lowest level that is still empty
    obtain ⟨j, hj, hmin⟩ := Finset.exists_min_image Sᶜ e hne
    have hj' : j ∉ S := Finset.mem_compl.mp hj
    refine ⟨insert j S, by rw [Finset.card_insert_of_notMem hj', hc], ?_⟩
    intro i hi l hl
    have hl' : l ∉ S := fun h => hl (Finset.mem_insert_of_mem h)
    rcases Finset.mem_insert.mp hi with h | h
    · rw [h]
      exact hmin l (Finset.mem_compl.mpr hl')
    · exact hS i h l hl'
```

A set of \(N\) lowest levels always exists: start empty and keep adding the lowest level not yet included.

```lean
/-- Filling principle: occupations between 0 and 1 with the same total number of particles
never give a lower energy than filling the lowest levels. -/
theorem filling_principle (e w : n → ℝ) (S : Finset n) (hS : IsLowest e S)
    (h0 : ∀ i, 0 ≤ w i) (h1 : ∀ i, w i ≤ 1) (hw : ∑ i, w i = S.card) :
    ∑ i ∈ S, e i ≤ ∑ i, w i * e i := by
  rcases S.eq_empty_or_nonempty with hE | hne
  · subst hE
    have hz : ∑ i, w i = 0 := by simpa using hw
    have hz' := (Finset.sum_eq_zero_iff_of_nonneg (fun i _ => h0 i)).mp hz
    have : ∑ i, w i * e i = 0 :=
      Finset.sum_eq_zero fun i hi => by rw [hz' i hi, zero_mul]
    rw [this, Finset.sum_empty]
  · -- the highest filled level plays the part of the Fermi energy
    obtain ⟨m, hm, hmax⟩ := Finset.exists_max_image S e hne
    have key : 0 ≤ ∑ i, (w i - if i ∈ S then (1 : ℝ) else 0) * (e i - e m) := by
      refine Finset.sum_nonneg fun i _ => ?_
      by_cases hi : i ∈ S
      · rw [if_pos hi]
        exact mul_nonneg_of_nonpos_of_nonpos (by linarith [h1 i]) (by linarith [hmax i hi])
      · rw [if_neg hi]
        exact mul_nonneg (by linarith [h0 i]) (by linarith [hS m hm i hi])
    have e1 : ∑ i, (if i ∈ S then (1 : ℝ) else 0) * e i = ∑ i ∈ S, e i := by
      simp [ite_mul]
    have e2 : ∑ i, (if i ∈ S then (1 : ℝ) else 0) = S.card := by simp
    simp only [sub_mul, mul_sub, Finset.sum_sub_distrib, ← Finset.sum_mul] at key
    rw [e1, e2, hw] at key
    linarith
```

Let occupations \(0\le w_i\le 1\) sum to \(N\), the size of \(S\), and let \(e_m\) be the highest level in \(S\). With \(\chi_i=1\) on \(S\) and 0 elsewhere,

\[
\sum_i (w_i-\chi_i)(e_i-e_m)\ \ge\ 0 ,
\]

because both factors are \(\le 0\) inside \(S\) and \(\ge 0\) outside. The \(e_m\) terms cancel, since \(\sum_i w_i=\sum_i\chi_i=N\), leaving \(\sum_{i\in S}e_i\le\sum_i w_ie_i\). The displayed inequality is `key` in the code. An empty \(S\) has no highest level and is treated separately.

## From occupations to projectors

```lean
/-- The eigenvector matrix is unitary and diagonalises `A`. -/
theorem modalMatrix_spec {A : Matrix n n ℂ} (hA : A.IsHermitian) :
    (modalMatrix hA)ᴴ * modalMatrix hA = 1 ∧ modalMatrix hA * (modalMatrix hA)ᴴ = 1 ∧
    A * modalMatrix hA = modalMatrix hA * diagonal (fun i => (hA.eigenvalues i : ℂ)) := by
  refine ⟨Matrix.mem_unitaryGroup_iff'.mp hA.eigenvectorUnitary.2,
    Matrix.mem_unitaryGroup_iff.mp hA.eigenvectorUnitary.2, ?_⟩
  ext i j
  have h := congrFun (hA.mulVec_eigenvectorBasis j) i
  rw [Matrix.mul_diagonal, Matrix.mul_apply]
  simp only [modalMatrix, Matrix.IsHermitian.eigenvectorUnitary_apply]
  simpa [Matrix.mulVec, dotProduct, mul_comm] using h
```

These are \(U^\dagger U=UU^\dagger=1\) and \(AU=U\,\mathrm{diag}(a_i)\).

```lean
/-- The inequality in Ky Fan's variational principle (that the minimum is attained is not stated
here): the `N` lowest eigenvalues of `A` sum to at most the real part of `tr (P A)`, for every
orthogonal projector `P` of trace `N`. -/
theorem kyFan_bound {A P : Matrix n n ℂ} (hA : A.IsHermitian) (hP : P.IsHermitian)
    (hPP : P * P = P) (S : Finset n) (hS : IsLowest hA.eigenvalues S)
    (hN : P.trace = (S.card : ℂ)) :
    ∑ i ∈ S, hA.eigenvalues i ≤ (P * A).trace.re := by
  obtain ⟨u1, u2, u3⟩ := modalMatrix_spec hA
  -- the projector in the eigenbasis of `A`
  obtain ⟨W, hW⟩ : ∃ W, W = (modalMatrix hA)ᴴ * P * modalMatrix hA := ⟨_, rfl⟩
  have hWh : W.IsHermitian := by
    unfold Matrix.IsHermitian
    rw [hW, conjTranspose_mul, conjTranspose_mul, conjTranspose_conjTranspose, hP.eq,
      Matrix.mul_assoc]
  have hWW : W * W = W := by
    calc W * W = (modalMatrix hA)ᴴ * P * (modalMatrix hA * (modalMatrix hA)ᴴ) * P *
          modalMatrix hA := by rw [hW]; simp only [Matrix.mul_assoc]
      _ = W := by rw [u2, Matrix.mul_one, Matrix.mul_assoc _ P P, hPP, hW]
  have hWt : W.trace = (S.card : ℂ) := by
    rw [hW, Matrix.trace_mul_comm, ← Matrix.mul_assoc, u2, Matrix.one_mul, hN]
  have hPA : (P * A).trace.re = ∑ i, (W i i).re * hA.eigenvalues i := by
    have h : P * A = P * modalMatrix hA * diagonal (fun i => (hA.eigenvalues i : ℂ)) *
        (modalMatrix hA)ᴴ := by
      rw [Matrix.mul_assoc P, ← u3, Matrix.mul_assoc, Matrix.mul_assoc, u2, Matrix.mul_one]
    rw [h, Matrix.trace_mul_comm, ← Matrix.mul_assoc, ← Matrix.mul_assoc, ← hW]
    simp [Matrix.trace, Matrix.mul_diagonal]
  -- its diagonal entries are occupations between 0 and 1
  have hocc : ∀ i, 0 ≤ (W i i).re ∧ (W i i).re ≤ 1 := by
    intro i
    have h : (W i i).re = ∑ j, Complex.normSq (W i j) := by
      calc (W i i).re = ((W * W) i i).re := by rw [hWW]
        _ = _ := by
          rw [Matrix.mul_apply, Complex.re_sum]
          refine Finset.sum_congr rfl fun j _ => ?_
          rw [← hWh.apply j i]
          simp [Complex.normSq_apply]
    have hle : Complex.normSq (W i i) ≤ ∑ j, Complex.normSq (W i j) :=
      Finset.single_le_sum (f := fun j => Complex.normSq (W i j))
        (fun j _ => Complex.normSq_nonneg _) (Finset.mem_univ i)
    rw [← h, Complex.normSq_apply] at hle
    constructor <;> nlinarith [mul_self_nonneg (W i i).re, mul_self_nonneg (W i i).im]
  rw [hPA]
  refine filling_principle _ _ S hS (fun i => (hocc i).1) (fun i => (hocc i).2) ?_
  simpa [Matrix.trace] using congrArg Complex.re hWt
```

Now \(P\) is any orthogonal projector of trace \(N\). Set \(W=U^\dagger PU\), again a projector of trace \(N\). Then

\[
\mathrm{tr}(PA)=\sum_i W_{ii}a_i,\qquad W_{ii}=(W^2)_{ii}=\sum_j|W_{ij}|^2\ge W_{ii}^2 .
\]

Hence \(0\le W_{ii}\le1\) (`hocc`). The diagonal entries are valid occupations, and the filling principle finishes the proof. The trace is real; `.re` only turns a complex number into a real one.

```lean
/-- The level projector is Hermitian and idempotent, its trace is the multiplicity of the level,
and `A` acts on its range as the number `E`. -/
theorem levelProjector_spec {A : Matrix n n ℂ} (hA : A.IsHermitian) (E : ℝ) :
    (levelProjector hA E).IsHermitian ∧
    levelProjector hA E * levelProjector hA E = levelProjector hA E ∧
    (levelProjector hA E).trace = (degeneracy hA E : ℂ) ∧
    A * levelProjector hA E = (E : ℂ) • levelProjector hA E := by
  obtain ⟨u1, u2, u3⟩ := modalMatrix_spec hA
  obtain ⟨D, hD⟩ : ∃ D : Matrix n n ℂ,
    D = diagonal (fun i => if hA.eigenvalues i = E then (1 : ℂ) else 0) := ⟨_, rfl⟩
  have hP : levelProjector hA E = modalMatrix hA * D * (modalMatrix hA)ᴴ := by
    rw [hD]; rfl
  have d1 : Dᴴ = D := by
    rw [hD, diagonal_conjTranspose]
    congr 1
    funext i
    simp only [Pi.star_apply]
    split_ifs <;> simp
  have d2 : D * D = D := by
    rw [hD, diagonal_mul_diagonal]
    congr 1
    funext i
    split_ifs <;> simp
  have d3 : diagonal (fun i => (hA.eigenvalues i : ℂ)) * D = (E : ℂ) • D := by
    rw [hD, diagonal_mul_diagonal, ← diagonal_smul]
    congr 1
    funext i
    by_cases h : hA.eigenvalues i = E <;> simp [h]
  rw [hP]
  refine ⟨?_, ?_, ?_, ?_⟩
  · unfold Matrix.IsHermitian
    rw [conjTranspose_mul, conjTranspose_mul, conjTranspose_conjTranspose, d1, Matrix.mul_assoc]
  · calc _ = modalMatrix hA * D * ((modalMatrix hA)ᴴ * modalMatrix hA) * D *
          (modalMatrix hA)ᴴ := by simp only [Matrix.mul_assoc]
      _ = _ := by rw [u1, Matrix.mul_one, Matrix.mul_assoc _ D D, d2]
  · rw [Matrix.trace_mul_comm, ← Matrix.mul_assoc, u1, Matrix.one_mul, hD]
    simp [Matrix.trace_diagonal, degeneracy]
  · rw [← Matrix.mul_assoc, ← Matrix.mul_assoc, u3, Matrix.mul_assoc (modalMatrix hA), d3,
      Matrix.mul_smul, Matrix.smul_mul]
```

For the level projector, \(P^\dagger=P=P^2\), \(\mathrm{tr}\,P=g\) and \(AP=EP\). Each follows from the diagonal matrix of zeros and ones between \(U\) and \(U^\dagger\).

```lean
/-- The vectors left unchanged by the level projector are exactly the solutions of the
eigenvalue equation `A x = E x`. -/
theorem levelProjector_fixes_iff {A : Matrix n n ℂ} (hA : A.IsHermitian) (E : ℝ) (x : n → ℂ) :
    levelProjector hA E *ᵥ x = x ↔ A *ᵥ x = (E : ℂ) • x := by
  obtain ⟨u1, u2, u3⟩ := modalMatrix_spec hA
  constructor
  · intro h
    calc A *ᵥ x = A *ᵥ (levelProjector hA E *ᵥ x) := by rw [h]
      _ = (E : ℂ) • x := by
        rw [mulVec_mulVec, (levelProjector_spec hA E).2.2.2, smul_mulVec, h]
  · intro h
    have hM : (modalMatrix hA)ᴴ * A =
        diagonal (fun i => (hA.eigenvalues i : ℂ)) * (modalMatrix hA)ᴴ := by
      calc _ = (modalMatrix hA)ᴴ * (A * modalMatrix hA) * (modalMatrix hA)ᴴ := by
            simp only [Matrix.mul_assoc, u2, Matrix.mul_one]
        _ = _ := by rw [u3, ← Matrix.mul_assoc, u1, Matrix.one_mul]
    -- components along eigenvectors of other levels vanish
    have hy : diagonal (fun i => (hA.eigenvalues i : ℂ)) *ᵥ ((modalMatrix hA)ᴴ *ᵥ x) =
        (E : ℂ) • ((modalMatrix hA)ᴴ *ᵥ x) := by
      rw [mulVec_mulVec, ← hM, ← mulVec_mulVec, h, mulVec_smul]
    have hD : diagonal (fun i => if hA.eigenvalues i = E then (1 : ℂ) else 0) *ᵥ
        ((modalMatrix hA)ᴴ *ᵥ x) = (modalMatrix hA)ᴴ *ᵥ x := by
      funext i
      have hi := congrFun hy i
      rw [mulVec_diagonal] at hi ⊢
      simp only [Pi.smul_apply, smul_eq_mul] at hi
      by_cases hE : hA.eigenvalues i = E
      · rw [if_pos hE, one_mul]
      · have hne : (hA.eigenvalues i : ℂ) - (E : ℂ) ≠ 0 :=
          sub_ne_zero.mpr fun hc => hE (Complex.ofReal_injective hc)
        have hz : ((hA.eigenvalues i : ℂ) - (E : ℂ)) * ((modalMatrix hA)ᴴ *ᵥ x) i = 0 := by
          linear_combination hi
        rw [(mul_eq_zero.mp hz).resolve_left hne, mul_zero]
    unfold levelProjector
    rw [← mulVec_mulVec, ← mulVec_mulVec, hD, mulVec_mulVec, u2, one_mulVec]
```

\(Px=x\) holds exactly when \(Ax=Ex\). So \(P\) projects onto the whole eigenspace, whichever eigenvectors were used to build it.

## The bound and the slope

```lean
omit [Fintype n] [DecidableEq n] in
/-- The perturbed Hamiltonian is Hermitian for every real coupling. -/
theorem perturbed_isHermitian {H0 V : Matrix n n ℂ} (hH : H0.IsHermitian) (hV : V.IsHermitian)
    (t : ℝ) : (perturbed H0 V t).IsHermitian := by
  unfold Matrix.IsHermitian perturbed
  rw [conjTranspose_add, conjTranspose_smul, hH.eq, hV.eq]
  simp
```

Hermiticity of \(H_0+tV\) gives it real eigenvalues.

```lean
/-- For a level `E` of `H0` with multiplicity `g` and projector `P`, the `g` lowest eigenvalues
of `H0 + t V` sum to at most `g E + t Re tr (P V)`, for every real `t`. -/
theorem degenerate_first_order_bound {H0 V : Matrix n n ℂ} (hH : H0.IsHermitian)
    (hV : V.IsHermitian) (E t : ℝ) (S : Finset n)
    (hS : IsLowest (perturbed_isHermitian hH hV t).eigenvalues S)
    (hg : S.card = degeneracy hH E) :
    ∑ i ∈ S, (perturbed_isHermitian hH hV t).eigenvalues i ≤
      degeneracy hH E * E + t * (levelProjector hH E * V).trace.re := by
  obtain ⟨p1, p2, p3, p4⟩ := levelProjector_spec hH E
  have h := kyFan_bound (perturbed_isHermitian hH hV t) p1 p2 S hS (by rw [p3, hg])
  -- the trace splits into the zeroth and first order energies
  have ht : (levelProjector hH E * perturbed H0 V t).trace =
      (E : ℂ) * (degeneracy hH E : ℂ) + (t : ℂ) * (levelProjector hH E * V).trace := by
    unfold perturbed
    rw [Matrix.mul_add, Matrix.trace_add, Matrix.trace_mul_comm _ H0, p4, Matrix.mul_smul,
      Matrix.trace_smul, Matrix.trace_smul, p3, smul_eq_mul, smul_eq_mul]
  rw [ht] at h
  simp only [Complex.add_re, Complex.mul_re, Complex.ofReal_re, Complex.ofReal_im,
    Complex.natCast_re, Complex.natCast_im, zero_mul, mul_zero, sub_zero] at h
  linarith
```

Apply the variational principle to \(A=H_0+tV\) with the level projector of \(H_0\):

\[
\sum_{i\in S}\varepsilon_i(t)\le\mathrm{tr}\,P(H_0+tV)=gE+t\,\mathrm{tr}(PV),
\]

where \(\varepsilon_i(t)\) are the perturbed eigenvalues. The level \(E\) need not be the lowest.

For example, let \(H_0=\mathrm{diag}(0,0,3)\), and let \(V\) have nonzero entries \(V_{11}=1\) and \(V_{23}=V_{32}=2\). At \(t=1\) the eigenvalues are \(-1,1,4\). The two lowest sum to 0, below the bound \(2\cdot0+1=1\).

```lean
/-- If `E` is the lowest level of `H0`, with multiplicity `g`, and the sum of the `g` lowest
eigenvalues of `H0 + t V` is differentiable at `t = 0`, its slope there is `Re tr (P V)`. -/
theorem ground_manifold_slope {H0 V : Matrix n n ℂ} (hH : H0.IsHermitian)
    (hV : V.IsHermitian) (E : ℝ) (hE : ∀ i, E ≤ hH.eigenvalues i) (S : ℝ → Finset n)
    (hS : ∀ t, IsLowest (perturbed_isHermitian hH hV t).eigenvalues (S t))
    (hg : ∀ t, (S t).card = degeneracy hH E) (s : ℝ)
    (hs : HasDerivAt
      (fun t => ∑ i ∈ S t, (perturbed_isHermitian hH hV t).eigenvalues i) s 0) :
    s = (levelProjector hH E * V).trace.re := by
  have hcongr : ∀ (B : Matrix n n ℂ) (hB : B.IsHermitian), B = H0 →
      ∀ i, E ≤ hB.eigenvalues i := by
    intro B hB h
    subst h
    exact hE
  -- at zero coupling the sum is at least `g E`
  have h0 : (degeneracy hH E : ℝ) * E ≤
      ∑ i ∈ S 0, (perturbed_isHermitian hH hV 0).eigenvalues i := by
    have h := Finset.card_nsmul_le_sum (S 0) (perturbed_isHermitian hH hV 0).eigenvalues E
      (fun i _ => hcongr _ (perturbed_isHermitian hH hV 0) (by simp [perturbed]) i)
    rwa [hg 0, nsmul_eq_mul] at h
  -- so the sum minus its linear bound is maximal at zero coupling
  have hmax : IsLocalMax (fun t => (∑ i ∈ S t, (perturbed_isHermitian hH hV t).eigenvalues i) -
      t * (levelProjector hH E * V).trace.re) 0 := by
    refine Filter.Eventually.of_forall fun t => ?_
    have h := degenerate_first_order_bound hH hV E t (S t) (hS t) (hg t)
    show _ - _ ≤ _ - _
    linarith
  have hd := hs.fun_sub ((hasDerivAt_id' (0 : ℝ)).mul_const (levelProjector hH E * V).trace.re)
  have := hmax.hasDerivAt_eq_zero hd
  linarith

end

end DegenerateFirstOrderBound
```

Here \(E\) is the lowest level, and differentiability of the sum at \(t=0\) is assumed, with derivative \(s\). The set `S t` may change with \(t\). Define

\[
f(t)=\sum_{i\in S(t)}\varepsilon_i(t)-t\,\mathrm{tr}(PV).
\]

The bound gives \(f(t)\le gE\), while \(f(0)\ge gE\) because no eigenvalue of \(H_0\) lies below \(E\). So \(f\) has a maximum at 0, its derivative there vanishes, and \(s=\mathrm{tr}(PV)\).

For an excited level the slope formula can fail. With \(H_0=V=\mathrm{diag}(0,1)\) and \(E=1\), the lowest eigenvalue stays at 0 near \(t=0\), so its slope is 0, but \(\mathrm{tr}(PV)=1\).

```lean
#print axioms DegenerateFirstOrderBound.exists_isLowest
-- 'DegenerateFirstOrderBound.exists_isLowest' depends on axioms: [propext, Classical.choice, Quot.sound]
#print axioms DegenerateFirstOrderBound.levelProjector_fixes_iff
-- 'DegenerateFirstOrderBound.levelProjector_fixes_iff' depends on axioms: [propext, Classical.choice, Quot.sound]
#print axioms DegenerateFirstOrderBound.degenerate_first_order_bound
-- 'DegenerateFirstOrderBound.degenerate_first_order_bound' depends on axioms: [propext, Classical.choice, Quot.sound]
#print axioms DegenerateFirstOrderBound.ground_manifold_slope
-- 'DegenerateFirstOrderBound.ground_manifold_slope' depends on axioms: [propext, Classical.choice, Quot.sound]
```
